# Under time reversal, shifting an $N^d$ k-point mesh by half steps saves k-points only for even $N$

Take one axis with two divisions. The unshifted mesh has the fractional coordinates $0$ and $1/2$. Time reversal sends $k$ to $-k$, and both points return to themselves up to a reciprocal lattice vector, so two k-points remain. Shifted by half a step, the mesh has $1/4$ and $3/4$, which are exchanged, so one remains. With three divisions the shift gains nothing: $0, 1/3, 2/3$ reduces to two points, and so does $1/6, 1/2, 5/6$, because $1/2$ is its own partner.

The same mechanism governs a mesh with $N$ divisions along each of $d$ axes, in a crystal whose Hamiltonian is time-reversal symmetric, so that $k$ and $-k$ have the same energies. For Brillouin-zone sampling this tells when a half-step shift reduces the number of k-points, if time reversal is the only symmetry used and all axes have the same $N$.

```lean
import Mathlib

open Finset

namespace ShiftedMeshTimeReversal
```

## At least one division per axis

Let the integer $s_i$ count the half steps by which axis $i$ is shifted. The point with label $n$ has coordinates $k_i=(n_i+s_i/2)/N$. In Lean, `coord` is this number, and labels modulo $N$ have type `Fin d → ZMod N`.

```lean
/-- Fractional coordinate `(n + s/2)/N` of the mesh point `n` on an axis with `N ≠ 0` divisions
that is shifted by `s` half steps. -/
noncomputable def coord (N : ℕ) (s n : ℤ) : ℝ := ((n : ℝ) + (s : ℝ) / 2) / (N : ℝ)

/-- Time reversal on the labels of a mesh shifted by `s i` half steps along axis `i`:
`n i` goes to `-n i - s i`. -/
def reversal {N d : ℕ} (s : Fin d → ℤ) (n : Fin d → ZMod N) : Fin d → ZMod N :=
  fun i => -n i - (s i : ZMod N)
```

The label $m$ belongs to $-k$, up to a reciprocal lattice vector with integer components $G_i$, when
$$\frac{m_i+s_i/2}{N}=-\frac{n_i+s_i/2}{N}+G_i .$$
Multiplying by $N\neq0$ gives $m_i=-n_i-s_i+NG_i$, which is `reversal` modulo $N$. The proof does the same: it clears the denominator and reads the congruence as a divisibility.

```lean
/-- For `N ≥ 1`, two mesh points have opposite wave vectors, up to a reciprocal lattice vector,
exactly when `reversal` maps the label of one to the label of the other. -/
theorem opposite_iff_reversal {N d : ℕ} [NeZero N] (s m n : Fin d → ℤ) :
    (∀ i, ∃ G : ℤ, coord N (s i) (m i) = -coord N (s i) (n i) + G) ↔
      (fun i => (m i : ZMod N)) = reversal s (fun i => (n i : ZMod N)) := by
  rw [funext_iff]
  refine forall_congr' fun i => ?_
  have hN : (N : ℝ) ≠ 0 := Nat.cast_ne_zero.mpr (NeZero.ne N)
  have e : ∀ x : ℤ, coord N (s i) x * N = (x : ℝ) + (s i : ℝ) / 2 :=
    fun x => div_mul_cancel₀ _ hN
  -- on the labels the condition is a divisibility
  have h1 : ((m i : ZMod N) = reversal s (fun j => (n j : ZMod N)) i) ↔
      (N : ℤ) ∣ m i + n i + s i := by
    rw [← CharP.intCast_eq_zero_iff (ZMod N) N]
    push_cast
    simp only [reversal]
    constructor <;> intro h <;> linear_combination h
  refine Iff.trans ?_ h1.symm
  constructor
  · rintro ⟨G, hG⟩
    refine ⟨G, ?_⟩
    have h : (m i : ℝ) + n i + s i = N * G := by
      linear_combination (N : ℝ) * hG - e (m i) - e (n i)
    exact_mod_cast h
  · rintro ⟨G, hG⟩
    have h : (m i : ℝ) + n i + s i = N * G := by exact_mod_cast hG
    refine ⟨G, mul_right_cancel₀ hN ?_⟩
    linear_combination e (m i) + e (n i) + h
```

The hypothesis `[NeZero N]` says that there is a mesh, and it also makes the mesh finite. At $N=0$ the labels would be all integers and Lean would assign the infinite set of classes the count $0$; for $d=1$, $s=1$ the final equivalence would then fail.

## On k-points, time reversal undoes itself

Applying the rule twice gives $-(-n_i-s_i)-s_i=n_i$. The mesh therefore splits into $P$ exchanged pairs and $F$ fixed points. With $K=P+F$ the number of k-points that remain,
$$N^d=2P+F,\qquad 2K=N^d+F .$$

The hypothesis `hf` makes "equal or partner" an equivalence relation, `pairing`. The proof of `two_mul_classes` shows that the size of each class plus the number of its fixed points is 2, then sums over the classes. For a map that is not an involution the formula can fail: a cyclic permutation of three points has one orbit and no fixed point, but $2\cdot1\neq3+0$.

```lean
/-- The equivalence relation that identifies each point with its image under an involution. -/
def pairing {α : Type*} (f : α → α) (hf : Function.Involutive f) : Setoid α where
  r a b := b = a ∨ b = f a
  iseqv :=
    { refl := fun _ => Or.inl rfl
      symm := by
        rintro a b (rfl | rfl)
        · exact Or.inl rfl
        · exact Or.inr (hf _).symm
      trans := by
        rintro a b c (rfl | rfl) (rfl | rfl)
        · exact Or.inl rfl
        · exact Or.inr rfl
        · exact Or.inr rfl
        · exact Or.inl (hf _) }

/-- For an involution of a finite set, twice the number of classes is the number of points plus
the number of fixed points. -/
theorem two_mul_classes {α : Type*} [Fintype α] [DecidableEq α] (f : α → α)
    (hf : Function.Involutive f) :
    2 * Nat.card (Quotient (pairing f hf)) =
      Fintype.card α + (univ.filter (fun a => f a = a)).card := by
  classical
  have : Fintype (Quotient (pairing f hf)) := Fintype.ofFinite _
  -- each class contributes 2: a pair of points, or one point that is fixed
  have key : ∀ q : Quotient (pairing f hf),
      (univ.filter (fun a => Quotient.mk (pairing f hf) a = q)).card +
      ((univ.filter (fun a => f a = a)).filter
        (fun a => Quotient.mk (pairing f hf) a = q)).card = 2 := by
    intro q
    obtain ⟨a, rfl⟩ := Quotient.exists_rep q
    have hm : ∀ b, (Quotient.mk (pairing f hf) b = Quotient.mk (pairing f hf) a) ↔
        (b = a ∨ b = f a) := fun b => eq_comm.trans Quotient.eq
    by_cases h : f a = a
    · have h1 : univ.filter (fun b => Quotient.mk (pairing f hf) b = Quotient.mk _ a) = {a} := by
        ext b
        simp only [mem_filter, mem_univ, true_and, hm, mem_singleton, h, or_self]
      have h2 : (univ.filter (fun b => f b = b)).filter
          (fun b => Quotient.mk (pairing f hf) b = Quotient.mk _ a) = {a} := by
        ext b
        simp only [mem_filter, mem_univ, true_and, hm, mem_singleton, h, or_self]
        exact ⟨fun x => x.2, fun x => ⟨by rw [x, h], x⟩⟩
      rw [h1, h2, card_singleton]
    · have h1 : univ.filter (fun b => Quotient.mk (pairing f hf) b = Quotient.mk _ a) =
          {a, f a} := by
        ext b
        simp only [mem_filter, mem_univ, true_and, hm, mem_insert, mem_singleton]
      have h2 : (univ.filter (fun b => f b = b)).filter
          (fun b => Quotient.mk (pairing f hf) b = Quotient.mk _ a) = ∅ := by
        ext b
        simp only [mem_filter, mem_univ, true_and, hm, notMem_empty, iff_false]
        rintro ⟨hb, rfl | rfl⟩
        · exact h hb
        · exact h ((hf a).symm.trans hb).symm
      rw [h1, h2, card_pair (Ne.symm h), card_empty]
  have h1 := card_eq_sum_card_fiberwise (s := (univ : Finset α)) (t := univ)
    (f := Quotient.mk (pairing f hf)) (fun _ _ => by simp)
  have h2 := card_eq_sum_card_fiberwise (s := univ.filter (fun a => f a = a)) (t := univ)
    (f := Quotient.mk (pairing f hf)) (fun _ _ => by simp)
  have hs := sum_congr (rfl : (univ : Finset (Quotient (pairing f hf))) = univ)
    (fun q _ => key q)
  rw [sum_add_distrib, ← h1, ← h2] at hs
  simp only [card_univ, sum_const, smul_eq_mul] at hs
  rw [Nat.card_eq_fintype_card]
  omega

/-- Applying time reversal twice returns every mesh point to itself. -/
theorem reversal_involutive {N d : ℕ} (s : Fin d → ℤ) :
    Function.Involutive (reversal (N := N) s) := by
  intro n
  funext i
  simp only [reversal]
  ring
```

The count $K$ is `kPointCount N s`. Only $F$ now depends on the shift, and a point is fixed when $2n_i+s_i\equiv0 \pmod N$ on every axis.

```lean
/-- Number of k-points that remain when the points of the mesh with shift `s` are identified
with their time-reversed partners. -/
noncomputable def kPointCount (N : ℕ) {d : ℕ} (s : Fin d → ℤ) : ℕ :=
  Nat.card (Quotient (pairing (reversal (N := N) s) (reversal_involutive s)))

/-- A mesh point is its own time-reversed partner exactly when `2 n i + s i = 0` modulo `N`
on every axis. -/
theorem fixed_iff {N d : ℕ} (s : Fin d → ℤ) (n : Fin d → ZMod N) :
    reversal s n = n ↔ ∀ i, 2 * n i + (s i : ZMod N) = 0 := by
  rw [funext_iff]
  refine forall_congr' fun i => ?_
  simp only [reversal]
  constructor <;> intro h <;> linear_combination -h

lemma two_mul_count {N d : ℕ} [NeZero N] (s : Fin d → ℤ) :
    2 * kPointCount N s =
      N ^ d + (univ.filter (fun n : Fin d → ZMod N => reversal s n = n)).card := by
  have h : Fintype.card (Fin d → ZMod N) = N ^ d := by simp [ZMod.card]
  rw [kPointCount, two_mul_classes, h]
```

## Odd $N$: two can be inverted

If $N=2m+1$, then $c=m+1$ satisfies $2c=N+1\equiv1$. The fixed-point condition has the single solution $n_i\equiv-cs_i$, so $F=1$. `exists_half` supplies $c$. For $N=2$ there is no such $c$, since $2c\equiv0$.

```lean
lemma exists_half {N : ℕ} (hN : Odd N) : ∃ c : ZMod N, 2 * c = 1 := by
  obtain ⟨m, hm⟩ := hN
  have h0 : ((2 * m + 1 : ℕ) : ZMod N) = 0 := by
    rw [← hm]
    exact ZMod.natCast_self N
  push_cast at h0
  exact ⟨(m : ZMod N) + 1, by linear_combination h0⟩
```

## Even $N$ and one axis with an odd shift

If $N$ is even and some $s_i$ is odd, then $2n_i+s_i$ is odd and is not a multiple of $N$. One such axis excludes every fixed point, whatever the others do, so $F=0$ and $K=N^d/2$. In `count_even`, the label is lifted to an integer `v`, and `omega` finds the parity contradiction.

Both hypotheses matter already for $d=1$. With $N=3$, $s=1$, two k-points remain, and $2\cdot2\neq3$. With $N=2$, $s=0$, two remain as well, and $2\cdot2\neq2$.

```lean
/-- For even `N ≥ 1`, an odd number of half steps along a single axis suffices to leave exactly
half of the `N ^ d` mesh points. -/
theorem count_even {N d : ℕ} [NeZero N] (hN : Even N) (s : Fin d → ℤ)
    (hs : ∃ i, Odd (s i)) : 2 * kPointCount N s = N ^ d := by
  obtain ⟨i, r, hr⟩ := hs
  obtain ⟨M, hM⟩ := hN
  rw [two_mul_count, filter_eq_empty_iff.mpr, card_empty, add_zero]
  intro n _ hn
  -- a fixed point would make an odd integer divisible by the even number N
  have h := (fixed_iff s n).1 hn i
  obtain ⟨v, hv⟩ := ZMod.intCast_surjective (n i)
  rw [← hv] at h
  have h' : ((2 * v + s i : ℤ) : ZMod N) = 0 := by
    push_cast
    exact h
  obtain ⟨q, hq⟩ := (CharP.intCast_eq_zero_iff (ZMod N) N _).1 h'
  have hM' : (N : ℤ) = 2 * M := by omega
  rw [hM', mul_assoc] at hq
  omega
```

## A number of half steps that can be halved modulo $N$

Suppose $s_i\equiv2t_i \pmod N$ for some labels $t_i$. In fractional coordinates, the shift by $s_i$ half steps then differs from a shift by $t_i$ whole steps by a multiple of $1/2$. The two meshes need not coincide, but adding $1/2$ to a coordinate commutes with $k\mapsto-k$ up to a reciprocal lattice vector, so the pairing is preserved. Since $2(n_i+t_i)\equiv2n_i+s_i$, the translation $n\mapsto n+t$ carries the fixed points of the shifted mesh onto those of the unshifted one. The values of $F$ agree, and so do those of $K$. The proof gives this translation to `card_bij`, with $n\mapsto n-t$ showing that every fixed point is reached.

Without the hypothesis the counts can differ: for $N=2$, $d=1$, $s=1$ they are 1 and 2.

```lean
/-- If the shift `s` is twice a mesh translation `t` modulo `N ≥ 1`, the shifted and the unshifted
mesh have equally many k-points after time reversal. -/
theorem count_eq_of_translation {N d : ℕ} [NeZero N] (s : Fin d → ℤ)
    (h : ∃ t : Fin d → ZMod N, ∀ i, 2 * t i = (s i : ZMod N)) :
    kPointCount N s = kPointCount N (0 : Fin d → ℤ) := by
  obtain ⟨t, ht⟩ := h
  have hc : (univ.filter (fun n : Fin d → ZMod N => reversal s n = n)).card =
      (univ.filter (fun n : Fin d → ZMod N => reversal 0 n = n)).card := by
    -- translation by t matches the fixed points
    refine card_bij (fun n _ => n + t) ?_ ?_ ?_
    · intro n hn
      have hn' := (fixed_iff s n).1 (mem_filter.mp hn).2
      refine mem_filter.mpr ⟨mem_univ _, (fixed_iff _ _).2 fun i => ?_⟩
      simp only [Pi.add_apply, Pi.zero_apply, Int.cast_zero]
      linear_combination hn' i + ht i
    · intro a _ b _ hab
      exact add_right_cancel hab
    · intro n hn
      have hn' := (fixed_iff 0 n).1 (mem_filter.mp hn).2
      simp only [Pi.zero_apply, Int.cast_zero] at hn'
      refine ⟨n - t, mem_filter.mpr ⟨mem_univ _, (fixed_iff _ _).2 fun i => ?_⟩,
        sub_add_cancel n t⟩
      simp only [Pi.sub_apply]
      linear_combination hn' i - ht i
  have h1 := two_mul_count (N := N) s
  have h2 := two_mul_count (N := N) (0 : Fin d → ℤ)
  omega
```

## At least one axis

With $s_i=1$ on every axis, the two values of $F$ give $K=(N^d+1)/2$ for odd $N$ and $K=N^d/2$ for even $N$. Lean states both after multiplication by 2. For odd $N$ the one fixed point has all labels $-c$, that is, all coordinates $1/2$ up to reciprocal lattice vectors.

The hypothesis `hd` enters only for even $N$, where it provides an axis with an odd shift. For $d=0$ the mesh is a single fixed point, and $2\cdot1\neq N^0$.

```lean
/-- With `N, d ≥ 1`, the mesh shifted by one half step along every axis has `(N ^ d + 1) / 2`
k-points after time reversal for odd `N`, and `N ^ d / 2` for even `N`. -/
theorem half_step_count {N d : ℕ} [NeZero N] (hd : 0 < d) :
    (Odd N → 2 * kPointCount N (fun _ : Fin d => 1) = N ^ d + 1) ∧
    (Even N → 2 * kPointCount N (fun _ : Fin d => 1) = N ^ d) := by
  refine ⟨fun hN => ?_, fun hN => count_even hN _ ⟨⟨0, hd⟩, odd_one⟩⟩
  obtain ⟨c, hc⟩ := exists_half hN
  rw [two_mul_count, card_eq_one.mpr]
  -- the only fixed point has all labels equal to minus one half modulo N
  refine ⟨fun _ => -c, ?_⟩
  ext n
  simp only [mem_filter, mem_univ, true_and, mem_singleton, fixed_iff, Int.cast_one]
  constructor
  · intro h
    funext i
    linear_combination c * h i - n i * hc
  · rintro rfl i
    linear_combination -hc
```

## When the shift saves k-points

Let the shift $s$ be arbitrary. If $N$ is odd, $t_i=cs_i$ halves it; if every $s_i=2r_i$ is even, $t_i=r_i$ does. In both cases the counts agree. In the remaining case, $N$ even and some $s_i$ odd, the shifted mesh has $F=0$, while the unshifted mesh keeps at least the fixed point $n=0$. Its count is therefore strictly larger. The two directions of `shift_saves_iff` follow this division, the first by contradiction.

```lean
/-- For `N ≥ 1`, a shifted mesh has fewer k-points after time reversal than the unshifted mesh
if and only if `N` is even and some axis is shifted by an odd number of half steps. -/
theorem shift_saves_iff {N d : ℕ} [NeZero N] (s : Fin d → ℤ) :
    kPointCount N s < kPointCount N (0 : Fin d → ℤ) ↔ Even N ∧ ∃ i, Odd (s i) := by
  constructor
  · intro hlt
    by_contra hcon
    refine hlt.ne (count_eq_of_translation s ?_)
    rcases Nat.even_or_odd N with he | ho
    · -- all shifts are whole steps
      have hs : ∀ i, ∃ r : ℤ, s i = 2 * r := by
        intro i
        rcases Int.even_or_odd (s i) with ⟨r, hr⟩ | h
        · exact ⟨r, by omega⟩
        · exact absurd ⟨he, i, h⟩ hcon
      choose r hr using hs
      exact ⟨fun i => (r i : ZMod N), fun i => by simp [hr i]⟩
    · -- for odd N every shift can be halved modulo N
      obtain ⟨c, hc⟩ := exists_half ho
      refine ⟨fun i => c * (s i : ZMod N), fun i => ?_⟩
      show 2 * (c * (s i : ZMod N)) = (s i : ZMod N)
      linear_combination (s i : ZMod N) * hc
  · rintro ⟨hN, hs⟩
    have h1 := count_even hN s hs
    have h2 := two_mul_count (N := N) (0 : Fin d → ℤ)
    -- the unshifted mesh contains the fixed point 0
    have h3 : 0 < (univ.filter (fun n : Fin d → ZMod N => reversal 0 n = n)).card :=
      card_pos.mpr ⟨0, mem_filter.mpr ⟨mem_univ _, (fixed_iff _ _).2 (by simp)⟩⟩
    omega

end ShiftedMeshTimeReversal
```

The theorem tells when the shifted mesh has fewer k-points, but not how many fewer. For even $N$ each axis of the unshifted mesh has the two solutions $0$ and $N/2$ of $2n_i\equiv0$, so when the shift saves k-points it saves $2^{d-1}$ of them, or four in three dimensions. This is half of the k-points for $N=2$, but it does not grow with $N$ and becomes a small fraction for a dense mesh.

```lean
#print axioms ShiftedMeshTimeReversal.opposite_iff_reversal
#print axioms ShiftedMeshTimeReversal.half_step_count
#print axioms ShiftedMeshTimeReversal.shift_saves_iff
```

```
'ShiftedMeshTimeReversal.opposite_iff_reversal' depends on axioms: [propext, Classical.choice, Quot.sound]
'ShiftedMeshTimeReversal.half_step_count' depends on axioms: [propext, Classical.choice, Quot.sound]
'ShiftedMeshTimeReversal.shift_saves_iff' depends on axioms: [propext, Classical.choice, Quot.sound]
```
